# Averaging the energy gap within bins bounds a finite-state free-energy difference from above

A free-energy perturbation run samples a reference system and records, for each configuration, the energy gap $dU$ to the target system. To save storage, a code may keep only the total weight and the mean gap of each bin of a collective variable, and put the means into the exponential average in place of the individual gaps. With exact averages, this replacement can only raise the free-energy difference or leave it unchanged, and the result never exceeds the plain mean of $dU$.

## The binned value between the free-energy difference and the mean gap

Let $X$ be a finite set of configurations with reference probabilities $p(x)>0$, $\sum_x p(x)=1$, and let $\beta=1/(k_{\mathrm B}T)>0$, where $T$ is the temperature and $k_{\mathrm B}$ is Boltzmann's constant. For any function $f$ on $X$, write

$$\langle f\rangle_0=\sum_x p(x)f(x),\qquad \Delta F(f)=-\frac1\beta\ln\langle e^{-\beta f}\rangle_0 .$$

A map $\xi$ assigns each configuration to a bin. In an occupied bin $s$, the conditional mean of the gap is

$$D_\xi(s)=\frac{\sum_{\xi(x)=s}p(x)\,dU(x)}{\sum_{\xi(x)=s}p(x)} .$$

Then

$$\Delta F(dU)\;\le\; B_\xi:=\Delta F(D_\xi\circ\xi)\;\le\;\langle dU\rangle_0 .$$

The first inequality is an equality exactly when $dU$ is constant in each bin, and the second exactly when all occupied bins have the same mean gap. If a second map $\eta$ refines $\xi$, so that $\xi(x)=\mathrm{merge}(\eta(x))$ for some map $\mathrm{merge}$ from fine to coarse bins, then $B_\eta\le B_\xi$. Equality holds here exactly when the fine and coarse means agree at every configuration.

## Stored bin means and nested histograms

Grouping the sum by bins gives $B_\xi=-(1/\beta)\ln\sum_s P(s)e^{-\beta D_\xi(s)}$, where $P(s)$ is the probability of bin $s$ and the sum runs over occupied bins. A histogram and one mean per bin are therefore enough to compute it.

The ordering also applies to a finite data set. Take $X$ to be the set of recorded frames and $p$ their normalised positive weights, which are $1/N$ for $N$ equally weighted frames. The free-energy estimate $\Delta F(dU)$ computed from the frames, the binned value and the sample mean must then appear in the stated order, up to rounding. A violation beyond rounding signals a mistake, such as inconsistent weights, a sign error or bin means taken from different data.

The refinement result needs nested bins. Splitting each of 10 bins in two is a refinement; replacing 10 equal bins by 15 equal bins over the same range is generally not, because some new bins straddle an old bin edge, and the theorem then need not order the two values.

## Derivation from the tangent to the exponential

**Boltzmann weights.** Let $p(x)=e^{-\beta U_0(x)}/Z_0$ and $dU=U_1-U_0$, with $Z_i=\sum_x e^{-\beta U_i(x)}$. Then

$$\langle e^{-\beta dU}\rangle_0=\frac1{Z_0}\sum_x e^{-\beta U_0(x)}e^{-\beta(U_1(x)-U_0(x))}=\frac{Z_1}{Z_0},$$

so $\Delta F(dU)=-(1/\beta)\ln(Z_1/Z_0)$. The inequalities below hold for any positive reference law.

**Orthogonality.** For any function $h$ of the bin,

$$\sum_x p(x)h(\xi(x))\bigl[dU(x)-D_\xi(\xi(x))\bigr]
=\sum_s h(s)\Bigl[\sum_{\xi(x)=s}p(x)dU(x)-D_\xi(s)\sum_{\xi(x)=s}p(x)\Bigr]=0,$$

where $s$ runs over occupied bins. Each bracket vanishes by the definition of $D_\xi$.

**Comparison.** Suppose that $f$ and $g$ satisfy $\sum_x p(x)e^{-\beta g(x)}[f(x)-g(x)]=0$. Set $t(x)=-\beta[f(x)-g(x)]$. The weighted sum of $t$ is zero, so it can be subtracted freely:

$$\langle e^{-\beta f}\rangle_0-\langle e^{-\beta g}\rangle_0
=\sum_x p(x)e^{-\beta g(x)}\bigl[e^{t(x)}-1-t(x)\bigr]\ge0 .$$

The logarithm is increasing and $-1/\beta$ is negative, hence $\Delta F(f)\le\Delta F(g)$. Equality forces every term of the sum to vanish. Since $e^t=1+t$ only at $t=0$, this means $f=g$ everywhere.

**Lower inequality.** Take $f=dU$ and $g=D_\xi\circ\xi$. The condition is orthogonality with $h(s)=e^{-\beta D_\xi(s)}$. Equality means $dU(x)=D_\xi(\xi(x))$ for all $x$, which makes $dU$ constant in each bin. Conversely, if $dU$ has the constant value $c$ in a bin, its conditional mean there is $c$.

**Upper inequality.** Let $m=\langle dU\rangle_0$, and take $f=D_\xi\circ\xi$ and $g=m$. Orthogonality with constant $h$ gives $\langle D_\xi\circ\xi\rangle_0=m$, so

$$\sum_x p(x)e^{-\beta m}[D_\xi(\xi(x))-m]=e^{-\beta m}(m-m)=0 .$$

Also $\Delta F(m)=-(1/\beta)\ln e^{-\beta m}=m$. Equality holds exactly when $D_\xi(\xi(x))=m$ for every $x$.

**Refinement.** Take $f=D_\eta\circ\eta$ and $g=D_\xi\circ\xi$, and let $w(x)=p(x)e^{-\beta D_\xi(\xi(x))}$. Then

$$\sum_x w(f-g)=\sum_x w(dU-D_\xi\circ\xi)-\sum_x w(dU-D_\eta\circ\eta)=0-0 .$$

The first sum vanishes by orthogonality for $\xi$. The second vanishes by orthogonality for $\eta$, because a function of the coarse bin is also a function of the fine bin.

## The bounds in Lean

```lean
import Mathlib

open Finset

namespace BinnedFreeEnergyBound

noncomputable section

variable {X S T : Type*} [Fintype X] [Fintype S] [DecidableEq S] [Fintype T] [DecidableEq T]

/-- The average of an observable `f` over configurations with weights `p`. -/
def average (p f : X → ℝ) : ℝ := ∑ x, p x * f x

/-- The free-energy difference `-(1/β) ln ⟨exp(-β dU)⟩₀` of a perturbation `dU`. -/
def freeEnergyDiff (β : ℝ) (p dU : X → ℝ) : ℝ :=
  -(1 / β) * Real.log (average p fun x => Real.exp (-β * dU x))

/-- The conditional mean of `f` in the bin `s` of the map `xi`. -/
def binMean (p : X → ℝ) (xi : X → S) (f : X → ℝ) (s : S) : ℝ :=
  (∑ x with xi x = s, p x * f x) / ∑ x with xi x = s, p x

/-- The binned bound `-(1/β) ln ⟨exp(-β D(xi))⟩₀`, with `D` the conditional mean of `dU`. -/
def binnedBound (β : ℝ) (p : X → ℝ) (xi : X → S) (dU : X → ℝ) : ℝ :=
  freeEnergyDiff β p fun x => binMean p xi dU (xi x)

/-- The canonical partition function of the energy `U`. -/
def partitionFunction (β : ℝ) (U : X → ℝ) : ℝ := ∑ x, Real.exp (-β * U x)

/-- For the Boltzmann law of `U0`, the free-energy difference of the perturbation `U1 - U0` is
`-(1/β) ln (Z1/Z0)`. -/
theorem freeEnergyDiff_boltzmann (β : ℝ) (U0 U1 : X → ℝ) :
    freeEnergyDiff β (fun x => Real.exp (-β * U0 x) / partitionFunction β U0)
        (fun x => U1 x - U0 x)
      = -(1 / β) * Real.log (partitionFunction β U1 / partitionFunction β U0) := by
  have h : average (fun x => Real.exp (-β * U0 x) / partitionFunction β U0)
      (fun x => Real.exp (-β * (U1 x - U0 x)))
      = partitionFunction β U1 / partitionFunction β U0 := by
    have hZ : partitionFunction β U1 = ∑ x, Real.exp (-β * U1 x) := rfl
    rw [hZ, Finset.sum_div]
    refine Finset.sum_congr rfl fun x _ => ?_
    have e : Real.exp (-β * U1 x)
        = Real.exp (-β * U0 x) * Real.exp (-β * (U1 x - U0 x)) := by
      rw [← Real.exp_add]
      congr 1
      ring
    rw [e]
    ring
  unfold freeEnergyDiff
  rw [h]

/-- The fluctuation of `f` about its conditional mean is orthogonal to every function of the
bin. -/
theorem binMean_orthogonal {p : X → ℝ} (hp : ∀ x, 0 < p x) (xi : X → S) (f : X → ℝ)
    (h : S → ℝ) : ∑ x, p x * h (xi x) * (f x - binMean p xi f (xi x)) = 0 := by
  -- collect the configurations bin by bin
  rw [← Finset.sum_fiberwise Finset.univ xi]
  refine Finset.sum_eq_zero fun s _ => ?_
  have key : binMean p xi f s * (∑ x with xi x = s, p x) = ∑ x with xi x = s, p x * f x := by
    unfold binMean
    rcases (Finset.univ.filter fun x => xi x = s).eq_empty_or_nonempty with he | hne
    · rw [he]
      simp
    · exact div_mul_cancel₀ _ (Finset.sum_pos (fun x _ => hp x) hne).ne'
  have e : ∑ x with xi x = s, p x * h (xi x) * (f x - binMean p xi f (xi x))
      = ∑ x with xi x = s, (h s * (p x * f x) - h s * binMean p xi f s * p x) :=
    Finset.sum_congr rfl fun x hx => by
      rw [(Finset.mem_filter.mp hx).2]
      ring
  rw [e, Finset.sum_sub_distrib, ← Finset.mul_sum, ← Finset.mul_sum]
  linear_combination (-h s) * key

/-- If `f - g` averages to zero with the weights `p exp(-β g)`, the free-energy difference of `f`
is at most that of `g`, with equality exactly when `f` and `g` coincide. -/
theorem freeEnergyDiff_comparison {β : ℝ} (hβ : 0 < β) {p : X → ℝ} (hp : ∀ x, 0 < p x)
    (f g : X → ℝ) (h : ∑ x, p x * Real.exp (-β * g x) * (f x - g x) = 0) :
    freeEnergyDiff β p f ≤ freeEnergyDiff β p g ∧
      (freeEnergyDiff β p f = freeEnergyDiff β p g ↔ ∀ x, f x = g x) := by
  rcases isEmpty_or_nonempty X with hX | hX
  · simp [freeEnergyDiff, average]
  have hpos : ∀ u : X → ℝ, 0 < average p fun x => Real.exp (-β * u x) := fun u =>
    Finset.sum_pos (fun x _ => mul_pos (hp x) (Real.exp_pos _)) Finset.univ_nonempty
  -- the gap between the exponential averages is a sum of tangent-line gaps
  have gap : ∑ x, p x * Real.exp (-β * g x) *
        (Real.exp (-β * (f x - g x)) - (-β * (f x - g x) + 1))
      = (average p fun x => Real.exp (-β * f x)) - (average p fun x => Real.exp (-β * g x))
        + β * ∑ x, p x * Real.exp (-β * g x) * (f x - g x) := by
    unfold average
    rw [Finset.mul_sum, ← Finset.sum_sub_distrib, ← Finset.sum_add_distrib]
    refine Finset.sum_congr rfl fun x _ => ?_
    beta_reduce
    have e : Real.exp (-β * f x)
        = Real.exp (-β * g x) * Real.exp (-β * (f x - g x)) := by
      rw [← Real.exp_add]
      congr 1
      ring
    rw [e]
    ring
  rw [h, mul_zero, add_zero] at gap
  have hterm : ∀ x ∈ (Finset.univ : Finset X), 0 ≤ p x * Real.exp (-β * g x) *
      (Real.exp (-β * (f x - g x)) - (-β * (f x - g x) + 1)) := fun x _ =>
    mul_nonneg (mul_pos (hp x) (Real.exp_pos _)).le (sub_nonneg.mpr (Real.add_one_le_exp _))
  have hβ' : 0 < 1 / β := one_div_pos.mpr hβ
  constructor
  · have hle := Finset.sum_nonneg hterm
    rw [gap] at hle
    have hlog := Real.log_le_log (hpos g) (sub_nonneg.mp hle)
    have hm := mul_le_mul_of_nonneg_left hlog hβ'.le
    unfold freeEnergyDiff
    linarith
  · constructor
    · intro heq x
      unfold freeEnergyDiff at heq
      have hlog := mul_left_cancel₀ (neg_ne_zero.mpr hβ'.ne') heq
      have hav := Real.log_injOn_pos (Set.mem_Ioi.mpr (hpos f)) (Set.mem_Ioi.mpr (hpos g)) hlog
      rw [hav, sub_self] at gap
      have hx := (Finset.sum_eq_zero_iff_of_nonneg hterm).mp gap x (Finset.mem_univ x)
      -- the exponential touches its tangent only at the origin
      by_contra hne
      have ht : -β * (f x - g x) ≠ 0 :=
        mul_ne_zero (neg_ne_zero.mpr hβ.ne') (sub_ne_zero.mpr hne)
      have hlt := mul_pos (mul_pos (hp x) (Real.exp_pos (-β * g x)))
        (sub_pos.mpr (Real.add_one_lt_exp ht))
      exact hlt.ne' hx
    · intro hfg
      rw [funext hfg]

/-- The binned bound lies between the free-energy difference and the mean perturbation. The lower
inequality is an equality exactly when `dU` is constant in each bin, the upper one exactly when
the conditional mean in every occupied bin equals the overall mean. -/
theorem binned_free_energy_bound {β : ℝ} (hβ : 0 < β) {p : X → ℝ} (hp : ∀ x, 0 < p x)
    (hsum : ∑ x, p x = 1) (xi : X → S) (dU : X → ℝ) :
    (freeEnergyDiff β p dU ≤ binnedBound β p xi dU ∧
      binnedBound β p xi dU ≤ average p dU) ∧
    (freeEnergyDiff β p dU = binnedBound β p xi dU ↔
      ∀ x y, xi x = xi y → dU x = dU y) ∧
    (binnedBound β p xi dU = average p dU ↔
      ∀ x, binMean p xi dU (xi x) = average p dU) := by
  have low := freeEnergyDiff_comparison hβ hp dU (fun x => binMean p xi dU (xi x))
    (binMean_orthogonal hp xi dU fun s => Real.exp (-β * binMean p xi dU s))
  -- a constant perturbation shifts the free energy by that constant
  have hconst : freeEnergyDiff β p (fun _ => average p dU) = average p dU := by
    have e : (average p fun _ => Real.exp (-β * average p dU))
        = Real.exp (-β * average p dU) := by
      change ∑ x, p x * Real.exp (-β * average p dU) = _
      rw [← Finset.sum_mul, hsum, one_mul]
    unfold freeEnergyDiff
    rw [e, Real.log_exp]
    field_simp
  have hmean : ∑ x, p x * Real.exp (-β * average p dU) *
      (binMean p xi dU (xi x) - average p dU) = 0 := by
    have h1 := binMean_orthogonal hp xi dU fun _ => Real.exp (-β * average p dU)
    have e : ∑ x, p x * Real.exp (-β * average p dU) *
          (binMean p xi dU (xi x) - average p dU)
        = Real.exp (-β * average p dU) * (∑ x, p x * dU x)
          - Real.exp (-β * average p dU) * average p dU * (∑ x, p x)
          - ∑ x, p x * Real.exp (-β * average p dU) * (dU x - binMean p xi dU (xi x)) := by
      rw [Finset.mul_sum, Finset.mul_sum, ← Finset.sum_sub_distrib, ← Finset.sum_sub_distrib]
      exact Finset.sum_congr rfl fun x _ => by ring
    rw [e, h1, hsum]
    change Real.exp (-β * average p dU) * average p dU - _ - 0 = 0
    ring
  have up := freeEnergyDiff_comparison hβ hp (fun x => binMean p xi dU (xi x))
    (fun _ => average p dU) hmean
  rw [hconst] at up
  refine ⟨⟨low.1, up.1⟩, low.2.trans ⟨fun h x y hxy => ?_, fun h x => ?_⟩, up.2⟩
  · rw [h x, h y, hxy]
  · -- the conditional mean of a constant is that constant
    have hne : 0 < ∑ y with xi y = xi x, p y :=
      Finset.sum_pos (fun y _ => hp y) ⟨x, by simp⟩
    have e : ∑ y with xi y = xi x, p y * dU y = dU x * ∑ y with xi y = xi x, p y := by
      rw [Finset.mul_sum]
      refine Finset.sum_congr rfl fun y hy => ?_
      rw [h y x (Finset.mem_filter.mp hy).2]
      ring
    change dU x = (∑ y with xi y = xi x, p y * dU y) / ∑ y with xi y = xi x, p y
    rw [e, mul_div_cancel_right₀ _ hne.ne']

/-- Refining the bins never raises the binned bound, and leaves it unchanged exactly when the fine
and coarse conditional means agree at every configuration. -/
theorem binnedBound_refinement {β : ℝ} (hβ : 0 < β) {p : X → ℝ} (hp : ∀ x, 0 < p x)
    (xi : X → S) (eta : X → T) (merge : T → S) (hxi : ∀ x, xi x = merge (eta x))
    (dU : X → ℝ) :
    binnedBound β p eta dU ≤ binnedBound β p xi dU ∧
      (binnedBound β p eta dU = binnedBound β p xi dU ↔
        ∀ x, binMean p eta dU (eta x) = binMean p xi dU (xi x)) := by
  -- a function of the coarse bin is also a function of the fine bin
  have h1 : ∑ x, p x * Real.exp (-β * binMean p xi dU (xi x)) *
      (dU x - binMean p eta dU (eta x)) = 0 := by
    simpa only [hxi] using
      binMean_orthogonal hp eta dU fun t => Real.exp (-β * binMean p xi dU (merge t))
  have h2 : ∑ x, p x * Real.exp (-β * binMean p xi dU (xi x)) *
      (dU x - binMean p xi dU (xi x)) = 0 :=
    binMean_orthogonal hp xi dU fun s => Real.exp (-β * binMean p xi dU s)
  refine freeEnergyDiff_comparison hβ hp (fun x => binMean p eta dU (eta x))
    (fun x => binMean p xi dU (xi x)) ?_
  rw [← sub_eq_zero.mpr (h2.trans h1.symm), ← Finset.sum_sub_distrib]
  exact Finset.sum_congr rfl fun x _ => by ring

end

end BinnedFreeEnergyBound
```

```lean
#print axioms BinnedFreeEnergyBound.freeEnergyDiff_boltzmann
#print axioms BinnedFreeEnergyBound.binned_free_energy_bound
#print axioms BinnedFreeEnergyBound.binnedBound_refinement
```

```
'BinnedFreeEnergyBound.freeEnergyDiff_boltzmann' depends on axioms: [propext, Classical.choice, Quot.sound]
'BinnedFreeEnergyBound.binned_free_energy_bound' depends on axioms: [propext, Classical.choice, Quot.sound]
'BinnedFreeEnergyBound.binnedBound_refinement' depends on axioms: [propext, Classical.choice, Quot.sound]
```

## Exact weighted sums and their limits

The types `X`, `S` and `T` are the finite sets of configurations, coarse bins and fine bins. The functions `average`, `freeEnergyDiff`, `binMean` and `binnedBound` stand for $\langle f\rangle_0$, $\Delta F$, $D_\xi$ and $B_\xi$.

The hypothesis `hp` says that the reference gives every configuration in `X` positive weight. A state that the target can visit but the reference cannot is therefore not covered. Normalisation, `hsum`, is assumed only in `binned_free_energy_bound`, where the mean gap enters; the comparison and refinement theorems also hold for unnormalised positive weights. In `binnedBound_refinement`, `hxi` states that the bins are nested. An empty bin gets mean zero by Lean's division convention, but this value never enters, since every bound evaluates `binMean` at `xi x` or `eta x`.

The proof follows the derivation closely:

- `freeEnergyDiff_boltzmann` splits the target's Boltzmann factor and sums to obtain the ratio of partition functions.
- `binMean_orthogonal` uses `Finset.sum_fiberwise` to regroup the sum by bins. Its `key` is the definition of the mean multiplied by the bin weight.
- `freeEnergyDiff_comparison` writes the difference of exponential averages as `gap`. `Real.add_one_le_exp` makes each term nonnegative, and the strict version `Real.add_one_lt_exp` settles the equality case.
- `binned_free_energy_bound` applies the comparison twice, as `low` and `up`. `hconst` evaluates the free energy of a constant gap, and `hmean` supplies the condition for the upper inequality.
- `binnedBound_refinement` subtracts the two orthogonality relations `h1` and `h2` and applies the comparison once more.

These theorems concern exact real sums over a finite set. They give no error bar for a finite sample, no rate at which the bound tightens and no control of floating-point error. For recorded frames, they order the three estimates computed from those frames; an undersampled binned estimate can still fall below the free-energy difference of the underlying system. Continuous configuration spaces would need integrals and integrability conditions, which the file does not treat.
